# The third strain derivative of a relaxed crystal energy does not need the second-order internal displacement

## Energy, relaxed path and joint direction

Let $e\in\mathbb R$ be the amplitude of a fixed strain pattern and $u\in F$ the internal displacement of the atoms, where $F$ is a real normed space. For a cell with $m$ internal coordinates, $F=\mathbb R^m$. The energy is a function $E(e,u)$ on $\mathbb R\times F$, and $u(e)$ is a path of displacements. In Lean these are `E : ℝ × F → ℝ` and `u : ℝ → F`.

```lean
import Mathlib

namespace InternalStrainThirdOrder

noncomputable section

universe v

variable {F : Type v} [NormedAddCommGroup F] [NormedSpace ℝ F] {E : ℝ × F → ℝ} {u : ℝ → F}
```

The second derivative of $E$ at a point $x=(e,u)$ takes two joint directions $a,b\in\mathbb R\times F$ and is written $D^2E(x)(a,b)$. In coordinates it contracts the full Hessian, with its strain–strain, strain–displacement and displacement–displacement blocks. There is no factor $1/2!$.

```lean
/-- The second derivative of the energy at `x`, applied to two directions in the joint space
of strain and internal displacement. -/
def D2 (E : ℝ × F → ℝ) (x a b : ℝ × F) : ℝ := fderiv ℝ (fderiv ℝ E) x a b
```

The third derivative $D^3E(x)(a,b,c)$ follows the same convention, without a factor $1/3!$. The first slot $a$ belongs to the last differentiation.

```lean
/-- The third derivative of the energy at `x`, applied to three joint directions. -/
def D3 (E : ℝ × F → ℝ) (x a b c : ℝ × F) : ℝ :=
  fderiv ℝ (fderiv ℝ (fderiv ℝ E)) x a b c
```

The path is relaxed when the internal force vanishes at every strain:
$$DE(e,u(e))(0,w)=0\qquad\text{for all } e\in\mathbb R,\ w\in F.$$
This is stationarity, so the path need not consist of energy minima. That such a path exists is assumed.

```lean
/-- The internal force vanishes at every strain `e` when the displacement is `u e`. -/
def IsRelaxed (E : ℝ × F → ℝ) (u : ℝ → F) : Prop :=
  ∀ (e : ℝ) (w : F), fderiv ℝ E (e, u e) (0, w) = 0
```

The relaxed energy is $W(e)=E(e,u(e))$.

```lean
/-- The energy as a function of strain, with the displacement following the path `u`. -/
def relaxedEnergy (E : ℝ × F → ℝ) (u : ℝ → F) (e : ℝ) : ℝ := E (e, u e)
```

Its derivatives are expressed through the velocity of the point $(e,u(e))$, which is $v(e)=(1,u'(e))$: unit strain together with the first-order displacement response.

```lean
/-- The joint direction `(1, u'(e))`: unit strain with its first-order displacement response. -/
def tangent (u : ℝ → F) (e : ℝ) : ℝ × F := (1, deriv u e)
```

## Smoothness and two differentiation rules

The main theorem assumes that $E$ is $C^3$ on the whole of $\mathbb R\times F$. This is an idealisation, since interatomic energies are singular where nuclei coincide. Each differentiation lowers the order of smoothness by one, so $E$, $DE$ and $D^2E$ are all differentiable. Mixed second derivatives commute, which gives $D^2E(x)(a,b)=D^2E(x)(b,a)$.

```lean
/-- A three times continuously differentiable energy has differentiable derivatives of
order zero, one and two, and its second derivative is symmetric. -/
theorem energy_regular (hE : ContDiff ℝ 3 E) :
    Differentiable ℝ E ∧ Differentiable ℝ (fderiv ℝ E) ∧
      Differentiable ℝ (fderiv ℝ (fderiv ℝ E)) ∧ ∀ x a b, D2 E x a b = D2 E x b a := by
  have h1 : ContDiff ℝ 2 (fderiv ℝ E) := hE.fderiv_right two_add_one_eq_three.le
  have h2 : ContDiff ℝ 1 (fderiv ℝ (fderiv ℝ E)) := h1.fderiv_right one_add_one_eq_two.le
  have d0 : Differentiable ℝ E := hE.differentiable (by norm_num)
  have d1 : Differentiable ℝ (fderiv ℝ E) := h1.differentiable (by norm_num)
  exact ⟨d0, d1, h2.differentiable (by norm_num), fun x a b =>
    second_derivative_symmetric (fun y => (d0 y).hasFDerivAt) (d1 x).hasFDerivAt a b⟩
```

For a quantity $G$ on $\mathbb R\times F$ and a path $\gamma$ with velocity $v$, the chain rule reads
$$\frac{d}{ds}G(\gamma(s))=DG(\gamma(s))\,v.$$
In Lean, `HasDerivAt f c e` says that $f$ is differentiable at $e$ with derivative $c$. The values of $G$ may lie in any normed space, so the rule also applies to $DE$, whose values are linear functionals.

```lean
/-- The rate of change of a quantity `G` along a path is its derivative applied to the
velocity of the path. -/
theorem hasDerivAt_along {H : Type*} [NormedAddCommGroup H] [NormedSpace ℝ H]
    {G : ℝ × F → H} (hG : Differentiable ℝ G) {γ : ℝ → ℝ × F} {v : ℝ × F} {e : ℝ}
    (hγ : HasDerivAt γ v e) :
    HasDerivAt (fun s => G (γ s)) (fderiv ℝ G (γ e) v) e :=
  (hG (γ e)).hasFDerivAt.comp_hasDerivAt e hγ
```

If the directions $a(s)$ and $b(s)$ vary as well, the product rule gives three terms:
$$\frac{d}{ds}D^2E(\gamma)(a,b)=D^3E(\gamma)(v,a,b)+D^2E(\gamma)(a',b)+D^2E(\gamma)(a,b').$$
The proof inserts one direction at a time. The auxiliary statement `aux` treats $a$, and a further use of `clm_apply`, the product rule for a varying linear map applied to a varying vector, treats $b$.

```lean
set_option maxHeartbeats 400000 in
/-- The product rule for the second derivative of the energy along a path, with both
directions varying. -/
theorem hasDerivAt_D2 (hE : Differentiable ℝ (fderiv ℝ (fderiv ℝ E)))
    {γ a b : ℝ → ℝ × F} {v a' b' : ℝ × F} {e : ℝ} (hγ : HasDerivAt γ v e)
    (ha : HasDerivAt a a' e) (hb : HasDerivAt b b' e) :
    HasDerivAt (fun s => D2 E (γ s) (a s) (b s))
      (D3 E (γ e) v (a e) (b e) + D2 E (γ e) a' (b e) + D2 E (γ e) (a e) b') e := by
  -- the product rule for one direction, with values in any normed space
  have aux : ∀ (H : Type v) [NormedAddCommGroup H] [NormedSpace ℝ H] (G : ℝ × F → H),
      Differentiable ℝ (fderiv ℝ G) → HasDerivAt (fun s => fderiv ℝ G (γ s) (a s))
        (fderiv ℝ (fderiv ℝ G) (γ e) v (a e) + fderiv ℝ G (γ e) a') e := by
    intro H _ _ G hG
    have h : HasDerivAt (fun s => fderiv ℝ G (γ s)) (fderiv ℝ (fderiv ℝ G) (γ e) v) e :=
      hasDerivAt_along (H := (ℝ × F) →L[ℝ] H) (G := fderiv ℝ G) hG hγ
    exact h.clm_apply ha
  have h : HasDerivAt (fun s => fderiv ℝ (fderiv ℝ E) (γ s) (a s))
      (fderiv ℝ (fderiv ℝ (fderiv ℝ E)) (γ e) v (a e) + fderiv ℝ (fderiv ℝ E) (γ e) a') e :=
    aux ((ℝ × F) →L[ℝ] ℝ) (fderiv ℝ E) hE
  exact (h.clm_apply hb).congr_deriv (by simp only [D2, D3, add_apply])
```

Straight lines $x+tv$ are needed later; their velocity is the constant $v$.

```lean
/-- The straight path `x + t v` has constant velocity `v`. -/
theorem hasDerivAt_line (x v : ℝ × F) (t : ℝ) :
    HasDerivAt (fun s : ℝ => x + s • v) v t :=
  (((hasDerivAt_id' t).smul_const v).const_add x).congr_deriv (one_smul ℝ v)
```

## Stress, linear response and stiffness

The chain rule gives $W'(e)=DE(e,u(e))(v)$. Splitting $v=(1,0)+(0,u'(e))$ and using relaxation for the second part,
$$W'(e)=DE(e,u(e))(1,0).$$
The first derivative, which up to a volume factor is the stress conjugate to the strain amplitude $e$, is therefore the strain derivative at fixed displacement. In the proof, `hs` is the splitting and `hr e` removes the internal part.

```lean
/-- The first derivative of the relaxed energy is the strain derivative of the energy at
fixed internal displacement. -/
theorem relaxed_stress (hE : Differentiable ℝ E) (hu : Differentiable ℝ u)
    (hr : IsRelaxed E u) (e : ℝ) :
    HasDerivAt (relaxedEnergy E u) (fderiv ℝ E (e, u e) (1, 0)) e := by
  have h : HasDerivAt (relaxedEnergy E u) (fderiv ℝ E (e, u e) (tangent u e)) e :=
    hasDerivAt_along hE ((hasDerivAt_id' e).prodMk (hu e).hasDerivAt)
  have hs : tangent u e = ((1 : ℝ), (0 : F)) + ((0 : ℝ), deriv u e) := by simp [tangent]
  rw [hs, map_add, hr e, add_zero] at h
  exact h
```

The relaxation condition holds at every strain, so it can be differentiated along the path. For fixed $w$, the function $s\mapsto DE(s,u(s))(0,w)$ is identically zero, and hence
$$D^2E(e,u(e))(v,(0,w))=0\qquad\text{for all } w.$$
In coordinates this is the linear response equation $E_{uu}u'=-E_{ue}$. The proof computes the derivative of the same function twice, once by the chain rule and once as that of the constant zero, and equates the results by uniqueness.

```lean
/-- The linear response equation: the second derivative of the energy vanishes between
`(1, u'(e))` and every purely internal displacement. -/
theorem linear_response (hE : Differentiable ℝ (fderiv ℝ E)) (hu : Differentiable ℝ u)
    (hr : IsRelaxed E u) (e : ℝ) (w : F) : D2 E (e, u e) (tangent u e) (0, w) = 0 := by
  have h : HasDerivAt (fun s => fderiv ℝ E (s, u s))
      (fderiv ℝ (fderiv ℝ E) (e, u e) (tangent u e)) e :=
    hasDerivAt_along hE ((hasDerivAt_id' e).prodMk (hu e).hasDerivAt)
  have h2 : HasDerivAt (fun s => fderiv ℝ E (s, u s) (0, w))
      (D2 E (e, u e) (tangent u e) (0, w)) e :=
    (h.clm_apply (hasDerivAt_const e ((0 : ℝ), w))).congr_deriv (by simp [D2])
  -- the internal force is identically zero along the path
  have h0 : (fun s => fderiv ℝ E (s, u s) (0, w)) = fun _ => (0 : ℝ) :=
    funext fun s => hr s w
  rw [h0] at h2
  exact h2.unique (hasDerivAt_const e (0 : ℝ))
```

Differentiating $W'(s)=DE(s,u(s))(1,0)$ gives $W''(e)=D^2E(v,(1,0))$ at the point $(e,u(e))$. By the response equation, $D^2E(v,(0,u'(e)))=0$ may be added, so
$$W''(e)=D^2E(e,u(e))(v,v).$$
So far $u$ has been differentiated only once.

```lean
/-- The second derivative of the relaxed energy is `D²E(v, v)` with `v = (1, u'(e))`. -/
theorem relaxed_stiffness (hE : Differentiable ℝ E) (hE' : Differentiable ℝ (fderiv ℝ E))
    (hu : Differentiable ℝ u) (hr : IsRelaxed E u) (e : ℝ) :
    HasDerivAt (deriv (relaxedEnergy E u)) (D2 E (e, u e) (tangent u e) (tangent u e)) e := by
  have hW : deriv (relaxedEnergy E u) = fun s => fderiv ℝ E (s, u s) (1, 0) :=
    funext fun s => (relaxed_stress hE hu hr s).deriv
  have h : HasDerivAt (fun s => fderiv ℝ E (s, u s))
      (fderiv ℝ (fderiv ℝ E) (e, u e) (tangent u e)) e :=
    hasDerivAt_along hE' ((hasDerivAt_id' e).prodMk (hu e).hasDerivAt)
  have hs : tangent u e = ((1 : ℝ), (0 : F)) + ((0 : ℝ), deriv u e) := by simp [tangent]
  have hadd : ∀ a b c, D2 E (e, u e) a (b + c) = D2 E (e, u e) a b + D2 E (e, u e) a c :=
    fun a b c => by simp only [D2, map_add]
  have hv := hadd (tangent u e) (1, 0) (0, deriv u e)
  rw [← hs, linear_response hE' hu hr, add_zero] at hv
  rw [hW, hv]
  exact (h.clm_apply (hasDerivAt_const e ((1 : ℝ), (0 : F)))).congr_deriv (by simp [D2])
```

## Cancellation of the second-order response

Now differentiate $W''(s)=D^2E(s,u(s))(v(s),v(s))$. Since $v'(e)=(0,u''(e))$, the product rule gives, at $(e,u(e))$,
$$W'''(e)=D^3E(v,v,v)+D^2E((0,u''),v)+D^2E(v,(0,u'')).$$
The last term is zero by the response equation with $w=u''(e)$. The middle term equals it by symmetry, so it is zero too. What remains is
$$W'''(e)=D^3E(e,u(e))(v,v,v).$$
In the proof, `r1` and `r2` are these two vanishing terms. The path is assumed $C^2$, so that $u''$ exists although it leaves no trace in the result.

```lean
/-- The third derivative of the relaxed energy is `D³E(v, v, v)` with `v = (1, u'(e))`. -/
theorem relaxed_third_order (hE : ContDiff ℝ 3 E) (hu : ContDiff ℝ 2 u)
    (hr : IsRelaxed E u) (e : ℝ) :
    HasDerivAt (deriv (deriv (relaxedEnergy E u)))
      (D3 E (e, u e) (tangent u e) (tangent u e) (tangent u e)) e := by
  obtain ⟨d0, d1, d2, hsymm⟩ := energy_regular hE
  have du : Differentiable ℝ u := hu.differentiable (by norm_num)
  have du' : Differentiable ℝ (deriv u) := by
    have h : ContDiff ℝ 1 (fderiv ℝ u) := hu.fderiv_right one_add_one_eq_two.le
    exact fun s => ((h.differentiable (by norm_num)) s).clm_apply (differentiableAt_const 1)
  have hW : deriv (deriv (relaxedEnergy E u)) = fun s =>
      D2 E (s, u s) (tangent u s) (tangent u s) :=
    funext fun s => (relaxed_stiffness d0 d1 du hr s).deriv
  have hp : HasDerivAt (fun s => (s, u s)) (tangent u e) e :=
    (hasDerivAt_id' e).prodMk (du e).hasDerivAt
  have hv : HasDerivAt (tangent u) ((0 : ℝ), deriv (deriv u) e) e :=
    (hasDerivAt_const e (1 : ℝ)).prodMk (du' e).hasDerivAt
  -- both terms with the second-order response vanish by the linear response equation
  have r1 := linear_response d1 du hr e (deriv (deriv u) e)
  have r2 := (hsymm (e, u e) (0, deriv (deriv u) e) (tangent u e)).trans r1
  rw [hW]
  exact (hasDerivAt_D2 d2 hp hv hv).congr_deriv (by simp only [r1, r2, add_zero])
```

The result is the case $n=1$ of the $2n+1$ rule of perturbation theory, by which the responses through order $n$ fix the energy through order $2n+1$. In electronic structure the same cancellation applies to variational parameters in place of $u$. The theorem here covers one real perturbation parameter and unconstrained variables; orthonormality conditions on orbitals are not part of this model.

Relaxation at the single strain of interest is not enough. Take $E(e,u)=\tfrac12u^2$ and $u(e)=e+e^2$. The internal force is zero at $e=0$ but not at nearby strains. Here $W(e)=\tfrac12(e+e^2)^2=\tfrac12e^2+e^3+\tfrac12e^4$, so $W'''(0)=6$, while $D^3E=0$ everywhere.

## Finite differences along a straight line

Fix $e$ and extrapolate the displacement linearly:
$$f(t)=E(e+t,\;u(e)+t\,u'(e)).$$
The argument is $x+tv$ with $x=(e,u(e))$ and constant $v=(1,u'(e))$. Repeated differentiation produces no terms from a changing direction, so $f'''(0)=D^3E(x)(v,v,v)=W'''(e)$.

This suggests one way to calculate $W'''(e)$: relax the structure at $e$, solve $E_{uu}u'=-E_{ue}$ with rigid translations removed (assuming $E_{uu}$ is then invertible), and evaluate the energy at a few points of the line without relaxing the atoms again. A central difference is
$$f'''(0)\approx\frac{f(2h)-2f(h)+2f(-h)-f(-2h)}{2h^3}.$$
If $e$ is the amplitude of a Lagrangian strain pattern, the third derivative at the reference state $e=0$, divided by the reference volume, is the combination of third-order elastic constants selected by that pattern. The theorem concerns the exact derivative and the exact $u'$; it gives no bound on the error of the difference formula.

The Lean proof rewrites $f$ as the energy on the line, identifies its first two derivatives in `h1` and `h2`, and applies the product rule with constant directions.

```lean
/-- The energy along the linearly extrapolated displacement `u(e) + t u'(e)` has, at `t = 0`,
the same third derivative as the relaxed energy at `e`. -/
theorem linear_extrapolation (hE : ContDiff ℝ 3 E) (hu : ContDiff ℝ 2 u)
    (hr : IsRelaxed E u) (e : ℝ) :
    HasDerivAt (deriv (deriv fun t : ℝ => E (e + t, u e + t • deriv u e)))
      (deriv (deriv (deriv (relaxedEnergy E u))) e) 0 := by
  obtain ⟨d0, d1, d2, -⟩ := energy_regular hE
  rw [(relaxed_third_order hE hu hr e).deriv]
  have hl : (fun t : ℝ => E (e + t, u e + t • deriv u e))
      = fun t : ℝ => E ((e, u e) + t • tangent u e) := by
    funext t
    simp [tangent]
  rw [hl]
  generalize (e, u e) = x
  generalize tangent u e = v
  -- along a straight line only the derivatives of the energy itself appear
  have h1 : deriv (fun t : ℝ => E (x + t • v)) = fun t : ℝ => fderiv ℝ E (x + t • v) v :=
    funext fun t => (hasDerivAt_along d0 (hasDerivAt_line x v t)).deriv
  have h2 : deriv (fun t : ℝ => fderiv ℝ E (x + t • v) v)
      = fun t : ℝ => D2 E (x + t • v) v v := by
    funext t
    have h : HasDerivAt (fun s : ℝ => fderiv ℝ E (x + s • v))
        (fderiv ℝ (fderiv ℝ E) (x + t • v) v) t := hasDerivAt_along d1 (hasDerivAt_line x v t)
    have h' : HasDerivAt (fun s : ℝ => fderiv ℝ E (x + s • v) v) (D2 E (x + t • v) v v) t :=
      (h.clm_apply (hasDerivAt_const t v)).congr_deriv (by simp [D2])
    exact h'.deriv
  rw [h1, h2]
  exact (hasDerivAt_D2 d2 (hasDerivAt_line x v 0) (hasDerivAt_const 0 v)
    (hasDerivAt_const 0 v)).congr_deriv (by simp [D2])
```

## A model with nonzero second-order response

A model with one internal coordinate shows the cancellation at work where $u''\neq0$. A harmonic spring of unit stiffness is driven by the force $e+e^2$:
$$E(e,u)=\tfrac12u^2-(e+e^2)u.$$

```lean
/-- A model energy with one internal coordinate: a harmonic spring driven by the force `e + e²`. -/
def modelEnergy (p : ℝ × ℝ) : ℝ := 1 / 2 * p.2 ^ 2 - (p.1 + p.1 ^ 2) * p.2
```

The internal force vanishes when $u(e)=e+e^2$.

```lean
/-- The displacement `e + e²` at strain `e` in the model. -/
def modelPath (e : ℝ) : ℝ := e + e ^ 2
```

To check relaxation, displace the internal coordinate by $tw$ from the path:
$$E(e,u(e)+tw)=\tfrac12w^2t^2-\tfrac12(e+e^2)^2.$$
There is no term linear in $t$, so the derivative at $t=0$ is zero. Moreover $u'(e)=1+2e$ and $u''(e)=2$. The theorem below records the relaxation, the value of $u''$ and the required smoothness.

The third derivative can be compared by hand. The relaxed energy is $W(e)=-\tfrac12(e+e^2)^2$, so $W'''(0)=-6$. The extrapolated energy at $e=0$ is $f(t)=E(t,t)=-\tfrac12t^2-t^3$, which also has third derivative $-6$, although its displacement omits the term $t^2$. The model contains no energy depending on strain alone, so $W''(0)=-1$ and it is unstable under strain, unlike a stable crystal. Adding $e^2$ to $E$ gives $W''(0)=1$ and changes neither the path nor these third derivatives.

```lean
/-- The model energy and path are smooth enough and relaxed, and the second-order
displacement response equals 2 at every strain. -/
theorem model_witness : ContDiff ℝ 3 modelEnergy ∧ ContDiff ℝ 2 modelPath ∧
    IsRelaxed modelEnergy modelPath ∧ ∀ e, deriv (deriv modelPath) e = 2 := by
  have hE : ContDiff ℝ 3 modelEnergy := by unfold modelEnergy; fun_prop
  refine ⟨hE, by unfold modelPath; fun_prop, fun e w => ?_, fun e => ?_⟩
  · change fderiv ℝ modelEnergy (e, e + e ^ 2) (0, w) = 0
    have h := hasDerivAt_along (energy_regular hE).1
      (hasDerivAt_line (e, e + e ^ 2) ((0 : ℝ), w) 0)
    -- moving the internal coordinate by t w costs a purely quadratic energy
    have hf : (fun t : ℝ => modelEnergy ((e, e + e ^ 2) + t • ((0 : ℝ), w)))
        = fun t : ℝ => w ^ 2 / 2 * t ^ 2 - (e + e ^ 2) ^ 2 / 2 := by
      funext t
      simp only [modelEnergy, Prod.fst_add, Prod.snd_add, Prod.smul_fst, Prod.smul_snd,
        smul_eq_mul]
      ring
    rw [hf, zero_smul, add_zero] at h
    have h2 : HasDerivAt (fun t : ℝ => w ^ 2 / 2 * t ^ 2 - (e + e ^ 2) ^ 2 / 2) 0 0 :=
      (((hasDerivAt_pow 2 (0 : ℝ)).const_mul (w ^ 2 / 2)).sub_const _).congr_deriv (by simp)
    exact h.unique h2
  · have h1 : deriv modelPath = fun s => 1 + 2 * s := by
      funext s
      have h := (hasDerivAt_id' s).fun_add (hasDerivAt_pow 2 s)
      have h' : HasDerivAt modelPath (1 + 2 * s) s := h.congr_deriv (by simp)
      exact h'.deriv
    rw [h1]
    exact ((((hasDerivAt_id' e).const_mul (2 : ℝ)).const_add 1).congr_deriv (mul_one _)).deriv

end

end InternalStrainThirdOrder
```

```lean
#print axioms InternalStrainThirdOrder.relaxed_third_order
#print axioms InternalStrainThirdOrder.linear_extrapolation
```

```
'InternalStrainThirdOrder.relaxed_third_order' depends on axioms: [propext, Classical.choice, Quot.sound]
'InternalStrainThirdOrder.linear_extrapolation' depends on axioms: [propext, Classical.choice, Quot.sound]
```
